# For two or more thermal ring-polymer beads in a harmonic well, the centroid variance is $kT/c$ and every bead's variance is larger

Read the position spread of a quantum particle in a harmonic well off the centroid of its ring polymer, and the quantum contribution disappears: the variance of the centroid is the classical value $kT/c$, with $c$ the force constant of the well, however stiff the springs between the beads. That contribution shows up in the variances of the individual beads, which can be averaged over the ring. For this harmonic model with any finite number of beads from two upwards, the theorems below fix the centroid value exactly and show that the bead average always lies above it.

## Beads, springs and well

There are $P$ beads, with one real coordinate each, indexed by `Fin P`, that is, from $0$ to $P-1$. Their positions $X_i$ are real functions on a space $\Omega$ with measure $\mu$. The matrix $L$ describes the springs, $c$ is the force constant of the well, and $kT$ is a single real number, the thermal energy.

In Lean 4 with Mathlib:

```lean
import Mathlib

open Matrix MeasureTheory ProbabilityTheory

namespace PathIntegralCentroid

noncomputable section

variable {P : ℕ} {L : Matrix (Fin P) (Fin P) ℝ} {c kT : ℝ}
  {Ω : Type*} [MeasurableSpace Ω] {μ : Measure Ω} {X : Fin P → Ω → ℝ}
```

The springs satisfy $L^T=L$ and $x\cdot Lx\ge 0$, and they exert no force when all beads move together: $L\mathbf 1=0$, with $\mathbf 1$ the all-ones vector. Nothing else is required of $L$, so it need not describe a ring, and even $L=0$ is admitted.

```lean
/-- A spring matrix between beads: symmetric, with non-negative energy, and exerting no force
when all beads are displaced equally. -/
structure IsSpringMatrix (L : Matrix (Fin P) (Fin P) ℝ) : Prop where
  symm : Lᵀ = L
  nonneg : ∀ x : Fin P → ℝ, 0 ≤ x ⬝ᵥ L *ᵥ x
  translation : L *ᵥ (1 : Fin P → ℝ) = 0
```

Each bead also feels the well. The energy is $\tfrac12\,x\cdot Kx$ with $K=L+cI$.

```lean
/-- The total stiffness `L + c I`: springs between beads plus a harmonic well on each bead. -/
def stiffness (L : Matrix (Fin P) (Fin P) ℝ) (c : ℝ) : Matrix (Fin P) (Fin P) ℝ :=
  L + c • (1 : Matrix (Fin P) (Fin P) ℝ)
```

The centroid is $\bar X=\frac1P\sum_i X_i$.

```lean
/-- The centroid of the beads, their arithmetic mean, for `P ≥ 1`. -/
def centroid (X : Fin P → Ω → ℝ) : Ω → ℝ := fun ω => (∑ i, X i ω) / (P : ℝ)
```

The bead-averaged variance is $\frac1P\sum_i\mathrm{Var}(X_i)$. Each variance is taken about that bead's own mean.

```lean
/-- The position variance averaged over the beads, for `P ≥ 1`. -/
def beadVariance (μ : Measure Ω) (X : Fin P → Ω → ℝ) : ℝ := (∑ i, variance (X i) μ) / (P : ℝ)
```

Path-integral sampling weights configurations by $\exp[-x\cdot Kx/(2PkT)]$, a Boltzmann factor at $P$ times the physical temperature. The covariance is then
$$\mathrm{Cov}(X_i,X_j)=P\,kT\,(K^{-1})_{ij}.$$
`HasThermalCovariance` takes this formula as a hypothesis, together with square integrability; it is not derived from the density. Only second moments enter, so the beads need be neither Gaussian nor centred.

```lean
/-- Square-integrable beads whose covariance matrix is `P kT (L + c I)⁻¹`,
for invertible `L + c I`. -/
structure HasThermalCovariance (μ : Measure Ω) (X : Fin P → Ω → ℝ)
    (L : Matrix (Fin P) (Fin P) ℝ) (c kT : ℝ) : Prop where
  memLp : ∀ i, MemLp (X i) 2 μ
  cov_eq : ∀ i j, covariance (X i) (X j) μ = P * kT * (stiffness L c)⁻¹ i j
```

## The response to a uniform force

The total force matrix acts as $Kx=Lx+cx$.

```lean
/-- The force of the total stiffness is the spring force plus the force of the well. -/
theorem stiffness_mulVec (x : Fin P → ℝ) : stiffness L c *ᵥ x = L *ᵥ x + c • x := by
  ext i
  simp [stiffness, Matrix.mulVec, dotProduct, add_mul, Finset.sum_add_distrib, Matrix.one_apply]
```

Hence $x\cdot Kx=x\cdot Lx+c\,x\cdot x>0$ for $c>0$ and $x\neq0$: the first term is non-negative and the second is positive.

```lean
/-- For a spring matrix and `c > 0`, every non-zero displacement costs energy. -/
theorem stiffness_pos (hL : IsSpringMatrix L) (hc : 0 < c) {x : Fin P → ℝ} (hx : x ≠ 0) :
    0 < x ⬝ᵥ stiffness L c *ᵥ x := by
  rw [stiffness_mulVec, dotProduct_add, dotProduct_smul, smul_eq_mul]
  have h : 0 < x ⬝ᵥ x := by
    obtain ⟨i, hi⟩ := Function.ne_iff.mp hx
    exact Finset.sum_pos' (fun j _ => mul_self_nonneg (x j))
      ⟨i, Finset.mem_univ i, mul_self_pos.mpr hi⟩
  linarith [hL.nonneg x, mul_pos hc h]
```

If $\det K$ vanished, some $v\ne0$ would have $Kv=0$ and so $v\cdot Kv=0$, which contradicts positivity. So $K$ is invertible.

```lean
/-- For a spring matrix and `c > 0`, the total stiffness is invertible. -/
theorem stiffness_isUnit_det (hL : IsSpringMatrix L) (hc : 0 < c) :
    IsUnit (stiffness L c).det := by
  rw [isUnit_iff_ne_zero]
  intro h
  obtain ⟨v, hv, h0⟩ := Matrix.exists_mulVec_eq_zero_iff.mpr h
  have hpos := stiffness_pos hL hc hv
  rw [h0, dotProduct_zero] at hpos
  exact lt_irrefl _ hpos
```

Since $L\mathbf 1=0$, we have $K(c^{-1}\mathbf 1)=\mathbf 1$. Applying $K^{-1}$ gives $K^{-1}\mathbf 1=c^{-1}\mathbf 1$, so every row of $K^{-1}$ sums to $1/c$. The springs have dropped out.

```lean
/-- For a spring matrix and `c > 0`, a uniform force displaces all beads equally,
with compliance `1/c`. -/
theorem inv_mulVec_one (hL : IsSpringMatrix L) (hc : 0 < c) :
    (stiffness L c)⁻¹ *ᵥ (1 : Fin P → ℝ) = c⁻¹ • (1 : Fin P → ℝ) := by
  have h : stiffness L c *ᵥ (c⁻¹ • (1 : Fin P → ℝ)) = 1 := by
    rw [stiffness_mulVec, mulVec_smul, hL.translation, smul_zero, zero_add, smul_smul,
      mul_inv_cancel₀ hc.ne', one_smul]
  calc (stiffness L c)⁻¹ *ᵥ (1 : Fin P → ℝ)
      = (stiffness L c)⁻¹ *ᵥ (stiffness L c *ᵥ (c⁻¹ • (1 : Fin P → ℝ))) := by rw [h]
    _ = c⁻¹ • (1 : Fin P → ℝ) := by
      rw [mulVec_mulVec, nonsing_inv_mul _ (stiffness_isUnit_det hL hc), one_mulVec]
```

## The response of a single bead

Push on bead $i$ with a unit force and remove the uniform part: $u=e_i-\frac1P\mathbf 1$, where $e_i$ is the unit vector of bead $i$. Let $w=K^{-1}u$. Since $P\ge2$, $u_i=1-1/P>0$, so $w\neq0$.

The symmetry of $L$ gives $\mathbf 1\cdot Lw=0$, and therefore
$$0=\mathbf 1\cdot u=\mathbf 1\cdot Kw=c\sum_j w_j .$$
The centroid does not move. Positivity now yields
$$0<w\cdot Kw=w\cdot u=w_i-\frac1P\sum_j w_j=w_i=(K^{-1})_{ii}-\frac1{Pc},$$
where the last equality uses the uniform response. In the code, `hsum` is the vanishing sum, `hpos` the positive energy and `hwi` the final expression for $w_i$.

```lean
/-- For a spring matrix, `c > 0` and at least two beads, the compliance of each single bead
exceeds `1/(P c)`. -/
theorem inv_diag_gt (hP : 2 ≤ P) (hL : IsSpringMatrix L) (hc : 0 < c) (i : Fin P) :
    1 / (P * c) < (stiffness L c)⁻¹ i i := by
  have hP2 : (2 : ℝ) ≤ P := by exact_mod_cast hP
  have hP0 : (P : ℝ) ≠ 0 := by linarith
  -- a unit force on bead `i`, with its uniform part removed, and the response `w` to it
  obtain ⟨u, hu⟩ : ∃ u : Fin P → ℝ, u = Pi.single i 1 - (P : ℝ)⁻¹ • (1 : Fin P → ℝ) := ⟨_, rfl⟩
  obtain ⟨w, hw⟩ : ∃ w : Fin P → ℝ, w = (stiffness L c)⁻¹ *ᵥ u := ⟨_, rfl⟩
  have hKw : stiffness L c *ᵥ w = u := by
    rw [hw, mulVec_mulVec, mul_nonsing_inv _ (stiffness_isUnit_det hL hc), one_mulVec]
  have hw0 : w ≠ 0 := by
    intro h
    rw [h, mulVec_zero] at hKw
    have h1 : (0 : ℝ) = 1 - (P : ℝ)⁻¹ := by
      have h3 := congrFun hKw i
      rw [hu] at h3
      simpa using h3
    have h2 : (P : ℝ)⁻¹ < 1 := inv_lt_one_of_one_lt₀ (by linarith)
    linarith
  -- the response leaves the centroid at rest
  have hsum : (1 : Fin P → ℝ) ⬝ᵥ w = 0 := by
    have hsym : (1 : Fin P → ℝ) ᵥ* L = 0 := by
      rw [← hL.symm, vecMul_transpose, hL.translation]
    have h : (1 : Fin P → ℝ) ⬝ᵥ (stiffness L c *ᵥ w) = c * ((1 : Fin P → ℝ) ⬝ᵥ w) := by
      rw [stiffness_mulVec, dotProduct_add, Matrix.dotProduct_mulVec, hsym, zero_dotProduct,
        zero_add, dotProduct_smul, smul_eq_mul]
    have h1 : (1 : Fin P → ℝ) ⬝ᵥ u = 0 := by
      simp [hu, dotProduct, Finset.sum_sub_distrib, Pi.single_apply, hP0]
    rw [hKw, h1] at h
    exact (mul_eq_zero.mp h.symm).resolve_left hc.ne'
  have hpos := stiffness_pos hL hc hw0
  rw [hKw, hu, dotProduct_sub, dotProduct_smul, dotProduct_comm w 1, hsum] at hpos
  have hwi : w i = (stiffness L c)⁻¹ i i - (P : ℝ)⁻¹ * c⁻¹ := by
    rw [hw, hu, mulVec_sub, mulVec_smul, inv_mulVec_one hL hc]
    simp
  have hi : 0 < w i := by simpa using hpos
  rw [hwi] at hi
  rw [one_div, mul_inv]
  linarith
```

## From responses to variances

Write $\delta X_i=X_i-\langle X_i\rangle$. Then $\delta\bar X=\frac1P\sum_i\delta X_i$, and squaring and averaging give
$$\mathrm{Var}(\bar X)=\frac1{P^2}\sum_{i,j}\langle\delta X_i\,\delta X_j\rangle=\frac1{P^2}\sum_{i,j}\mathrm{Cov}(X_i,X_j).$$
Square integrability makes each product integrable, which allows the sums and the integral to be exchanged. The expansion of the square is `hexp`.

```lean
/-- Under a probability measure, the centroid variance of square-integrable beads is the sum of all
bead covariances divided by `P²`. -/
theorem variance_centroid [IsProbabilityMeasure μ] (hX : ∀ i, MemLp (X i) 2 μ) :
    variance (centroid X) μ = (∑ i, ∑ j, covariance (X i) (X j) μ) / (P : ℝ) ^ 2 := by
  have hI : ∀ i, Integrable (X i) μ := fun i => (hX i).integrable one_le_two
  have hY : ∀ i, MemLp (fun ω => X i ω - ∫ a, X i a ∂μ) 2 μ :=
    fun i => (hX i).sub (memLp_const _)
  have hYY : ∀ i j, Integrable
      (fun ω => (X i ω - ∫ a, X i a ∂μ) * (X j ω - ∫ a, X j a ∂μ)) μ :=
    fun i j => (hY i).integrable_mul (hY j)
  have hS : ∀ i, Integrable
      (fun ω => ∑ j, (X i ω - ∫ a, X i a ∂μ) * (X j ω - ∫ a, X j a ∂μ)) μ :=
    fun i => integrable_finsetSum _ (fun j _ => hYY i j)
  have hm : ∫ ω, centroid X ω ∂μ = (∑ i, ∫ a, X i a ∂μ) / (P : ℝ) := by
    simp only [centroid]
    rw [integral_div, integral_finsetSum _ (fun i _ => hI i)]
  have hmeas : AEMeasurable (centroid X) μ :=
    ((integrable_finsetSum _ (fun i _ => hI i)).div_const (P : ℝ)).aemeasurable
  -- expand the square of the centroid fluctuation
  have hexp : ∀ ω, (centroid X ω - (∑ i, ∫ a, X i a ∂μ) / (P : ℝ)) ^ 2
      = (∑ i, ∑ j, (X i ω - ∫ a, X i a ∂μ) * (X j ω - ∫ a, X j a ∂μ)) / (P : ℝ) ^ 2 := by
    intro ω
    rw [← Finset.sum_mul_sum, Finset.sum_sub_distrib]
    simp only [centroid]
    ring
  rw [variance_eq_integral hmeas, hm]
  simp_rw [hexp]
  rw [integral_div, integral_finsetSum _ (fun i _ => hS i)]
  congr 1
  refine Finset.sum_congr rfl fun i _ => ?_
  rw [integral_finsetSum _ (fun j _ => hYY i j)]
  rfl
```

Each row of the covariance matrix sums to $P\,kT/c$, so
$$\mathrm{Var}(\bar X)=\frac1{P^2}\cdot P\cdot\frac{P\,kT}{c}=\frac{kT}{c}.$$
For a single bead,
$$\mathrm{Var}(X_i)=P\,kT\,(K^{-1})_{ii}>P\,kT\cdot\frac1{Pc}=\frac{kT}{c},$$
and averaging over $i$ keeps the inequality strict. The theorem states all three conclusions for a probability measure, $P\ge2$, $c>0$ and $kT>0$. It concerns a fixed $P$ and a harmonic well; anharmonic potentials and the limit $P\to\infty$ are left open.

```lean
/-- Under a probability measure, for at least two square-integrable beads with covariance
`P kT (L + c I)⁻¹`, `L` a spring matrix and `c, kT > 0`, the centroid variance is `kT/c`, while the
variance of every bead, and so the bead average, is strictly larger. -/
theorem centroid_and_bead_variance [IsProbabilityMeasure μ] (hP : 2 ≤ P)
    (hL : IsSpringMatrix L) (hc : 0 < c) (hT : 0 < kT) (hX : HasThermalCovariance μ X L c kT) :
    variance (centroid X) μ = kT / c ∧ (∀ i, kT / c < variance (X i) μ) ∧
      kT / c < beadVariance μ X := by
  have hP0 : (0 : ℝ) < P := by exact_mod_cast (by omega : 0 < P)
  have hbead : ∀ i, kT / c < variance (X i) μ := by
    intro i
    rw [← covariance_self (hX.memLp i).aestronglyMeasurable.aemeasurable, hX.cov_eq]
    calc kT / c = P * kT * (1 / (P * c)) := by field_simp
      _ < P * kT * (stiffness L c)⁻¹ i i :=
        mul_lt_mul_of_pos_left (inv_diag_gt hP hL hc i) (mul_pos hP0 hT)
  refine ⟨?_, hbead, ?_⟩
  · -- each row of the covariance matrix sums to `P kT / c`
    have hrow : ∀ i, ∑ j, P * kT * (stiffness L c)⁻¹ i j = P * kT * c⁻¹ := by
      intro i
      have h : ∑ j, (stiffness L c)⁻¹ i j = c⁻¹ := by
        simpa [Matrix.mulVec, dotProduct] using congrFun (inv_mulVec_one hL hc) i
      rw [← Finset.mul_sum, h]
    rw [variance_centroid hX.memLp]
    simp only [hX.cov_eq, hrow, Finset.sum_const, Finset.card_univ, Fintype.card_fin,
      nsmul_eq_mul]
    field_simp
  · rw [beadVariance, lt_div_iff₀ hP0]
    calc kT / c * P = ∑ _i : Fin P, kT / c := by simp [mul_comm]
      _ < ∑ i, variance (X i) μ :=
        Finset.sum_lt_sum_of_nonempty ⟨⟨0, by omega⟩, Finset.mem_univ _⟩ (fun i _ => hbead i)
```

## The closed ring as a special case

Let $B$ take positions to neighbour differences, $(Bx)_i=x_{i+1}-x_i$, with the index cyclic.

```lean
/-- The bond matrix of a closed ring, taking positions to the differences `x (i+1) - x i`. -/
def bond (P : ℕ) [NeZero P] : Matrix (Fin P) (Fin P) ℝ :=
  Matrix.of fun i j => (if j = i + 1 then 1 else 0) - (if j = i then 1 else 0)
```

The ring has $L=\kappa B^TB$. For a quantum particle of mass $m$, $\kappa$ stands for $m(P\,kT/\hbar)^2$; the code leaves it free.

```lean
/-- The spring matrix of a ring polymer with spring constant `κ`. -/
def ringSprings (P : ℕ) [NeZero P] (κ : ℝ) : Matrix (Fin P) (Fin P) ℝ :=
  κ • ((bond P)ᵀ * bond P)
```

Then $x\cdot Lx=\kappa\,(Bx)\cdot(Bx)=\kappa\sum_i(x_{i+1}-x_i)^2$. For $P=2$ both bonds join the same pair, so their squared distance counts twice.

```lean
/-- The quadratic form of the ring springs is `κ` times the sum, over all beads, of the squared
distance to the next bead round the ring. -/
theorem ringSprings_energy [NeZero P] (κ : ℝ) (x : Fin P → ℝ) :
    x ⬝ᵥ ringSprings P κ *ᵥ x = κ * ∑ i, (x (i + 1) - x i) ^ 2 := by
  have hb : bond P *ᵥ x = fun i => x (i + 1) - x i := by
    ext i
    simp [bond, Matrix.mulVec, dotProduct, sub_mul, Finset.sum_sub_distrib]
  rw [ringSprings, Matrix.smul_mulVec, dotProduct_smul, ← mulVec_mulVec,
    Matrix.dotProduct_mulVec, vecMul_transpose, hb, smul_eq_mul]
  simp only [dotProduct, pow_two]
```

This form is non-negative for $\kappa\ge0$, $B^TB$ is symmetric, and $B\mathbf 1=0$. The ring therefore meets every condition on $L$.

```lean
/-- The springs of a ring polymer with `κ ≥ 0` form a spring matrix. -/
theorem ringSprings_isSpringMatrix [NeZero P] {κ : ℝ} (hκ : 0 ≤ κ) :
    IsSpringMatrix (ringSprings P κ) where
  symm := by simp [ringSprings, Matrix.transpose_smul, Matrix.transpose_mul]
  nonneg x := by
    rw [ringSprings_energy]
    exact mul_nonneg hκ (Finset.sum_nonneg fun i _ => sq_nonneg _)
  translation := by
    have hb : bond P *ᵥ (1 : Fin P → ℝ) = 0 := by
      ext i
      simp [bond, Matrix.mulVec, dotProduct, Finset.sum_sub_distrib]
    rw [ringSprings, Matrix.smul_mulVec, ← mulVec_mulVec, hb, mulVec_zero, smul_zero]
```

## Two beads with explicit numbers

Take independent standard normal modes $\xi,\eta$ and set $X_0=\xi+\eta/2$, $X_1=\xi-\eta/2$.

```lean
/-- Two beads built from a centroid mode and a relative mode: `ξ + η/2` and `ξ - η/2`. -/
def twoBeads (i : Fin 2) (ω : ℝ × ℝ) : ℝ := ω.1 + (![1 / 2, -1 / 2] : Fin 2 → ℝ) i * ω.2
```

Since $\mathrm{Cov}(\xi+a\eta,\ \xi+b\eta)=1+ab$, the variances are $5/4$ and the cross-covariance is $3/4$. With $\kappa=3/4$ and $c=kT=1$,
$$K=\begin{pmatrix}5/2&-3/2\\-3/2&5/2\end{pmatrix},\qquad 2K^{-1}=\begin{pmatrix}5/4&3/4\\3/4&5/4\end{pmatrix},$$
which agrees entry by entry, so the covariance hypothesis is satisfied by actual Gaussian beads. The centroid is $\xi$, with variance $1=kT/c$, against $5/4$ for each bead.

```lean
/-- With independent standard normal modes, the two beads have the thermal covariance of a
two-bead ring polymer with `κ = 3/4`, `c = 1` and `kT = 1`. -/
theorem hasThermalCovariance_witness :
    HasThermalCovariance ((gaussianReal 0 1).prod (gaussianReal 0 1)) twoBeads
      (ringSprings 2 (3 / 4)) 1 1 := by
  have hid : MemLp (id : ℝ → ℝ) 2 (gaussianReal 0 1) := by
    exact_mod_cast memLp_id_gaussianReal (μ := 0) (v := 1) 2
  have m1 : MemLp (fun ω : ℝ × ℝ => ω.1) 2 ((gaussianReal 0 1).prod (gaussianReal 0 1)) :=
    hid.comp_measurePreserving measurePreserving_fst
  have m2 : MemLp (fun ω : ℝ × ℝ => ω.2) 2 ((gaussianReal 0 1).prod (gaussianReal 0 1)) :=
    hid.comp_measurePreserving measurePreserving_snd
  refine ⟨fun i => m1.add (m2.const_mul _), fun i j => ?_⟩
  -- covariances follow from bilinearity and the independence of the two modes
  have hv : variance (fun x : ℝ => x) (gaussianReal 0 1) = 1 := by
    simp
  have hs : ∫ x : ℝ, x ^ 2 ∂(gaussianReal 0 1) = 1 := by
    rw [variance_eq_integral measurable_id'.aemeasurable] at hv
    simpa [integral_id_gaussianReal] using hv
  have e1 : ∫ ω : ℝ × ℝ, ω.1 ∂((gaussianReal 0 1).prod (gaussianReal 0 1)) = 0 := by
    simpa [integral_id_gaussianReal] using integral_prod_mul (μ := gaussianReal 0 1)
      (ν := gaussianReal 0 1) (fun x : ℝ => x) (fun _ : ℝ => (1 : ℝ))
  have e2 : ∫ ω : ℝ × ℝ, ω.2 ∂((gaussianReal 0 1).prod (gaussianReal 0 1)) = 0 := by
    simpa [integral_id_gaussianReal] using integral_prod_mul (μ := gaussianReal 0 1)
      (ν := gaussianReal 0 1) (fun _ : ℝ => (1 : ℝ)) (fun x : ℝ => x)
  have e11 : ∫ ω : ℝ × ℝ, ω.1 ^ 2 ∂((gaussianReal 0 1).prod (gaussianReal 0 1)) = 1 := by
    have h : ∫ ω : ℝ × ℝ, ω.1 ^ 2 * (1 : ℝ) ∂((gaussianReal 0 1).prod (gaussianReal 0 1))
        = (∫ x : ℝ, x ^ 2 ∂(gaussianReal 0 1)) * ∫ _x : ℝ, (1 : ℝ) ∂(gaussianReal 0 1) :=
      integral_prod_mul (fun x : ℝ => x ^ 2) (fun _ : ℝ => (1 : ℝ))
    rw [hs] at h
    simpa using h
  have e22 : ∫ ω : ℝ × ℝ, ω.2 ^ 2 ∂((gaussianReal 0 1).prod (gaussianReal 0 1)) = 1 := by
    have h : ∫ ω : ℝ × ℝ, (1 : ℝ) * ω.2 ^ 2 ∂((gaussianReal 0 1).prod (gaussianReal 0 1))
        = (∫ _x : ℝ, (1 : ℝ) ∂(gaussianReal 0 1)) * ∫ x : ℝ, x ^ 2 ∂(gaussianReal 0 1) :=
      integral_prod_mul (fun _ : ℝ => (1 : ℝ)) (fun x : ℝ => x ^ 2)
    rw [hs] at h
    simpa using h
  have e12 : ∫ ω : ℝ × ℝ, ω.1 * ω.2 ∂((gaussianReal 0 1).prod (gaussianReal 0 1)) = 0 := by
    simpa [integral_id_gaussianReal] using integral_prod_mul (μ := gaussianReal 0 1)
      (ν := gaussianReal 0 1) (fun x : ℝ => x) (fun x : ℝ => x)
  have hcov : ∀ a b : ℝ, covariance (fun ω : ℝ × ℝ => ω.1 + a * ω.2)
      (fun ω : ℝ × ℝ => ω.1 + b * ω.2) ((gaussianReal 0 1).prod (gaussianReal 0 1))
      = 1 + a * b := by
    intro a b
    have hm : ∀ t : ℝ, ∫ ω : ℝ × ℝ, (ω.1 + t * ω.2)
        ∂((gaussianReal 0 1).prod (gaussianReal 0 1)) = 0 := by
      intro t
      rw [integral_add (m1.integrable one_le_two) ((m2.integrable one_le_two).const_mul t),
        integral_const_mul, e1, e2, mul_zero, add_zero]
    have he : ∀ ω : ℝ × ℝ, (ω.1 + a * ω.2) * (ω.1 + b * ω.2)
        = ω.1 ^ 2 + ((a + b) * (ω.1 * ω.2) + a * b * ω.2 ^ 2) := fun ω => by ring
    have i12 : Integrable (fun ω : ℝ × ℝ => (a + b) * (ω.1 * ω.2))
        ((gaussianReal 0 1).prod (gaussianReal 0 1)) := (m1.integrable_mul m2).const_mul _
    have i22 : Integrable (fun ω : ℝ × ℝ => a * b * ω.2 ^ 2)
        ((gaussianReal 0 1).prod (gaussianReal 0 1)) := m2.integrable_sq.const_mul _
    have i3 : Integrable (fun ω : ℝ × ℝ => (a + b) * (ω.1 * ω.2) + a * b * ω.2 ^ 2)
        ((gaussianReal 0 1).prod (gaussianReal 0 1)) := i12.add i22
    simp only [covariance, hm, sub_zero, he]
    rw [integral_add m1.integrable_sq i3, integral_add i12 i22, integral_const_mul,
      integral_const_mul, e11, e12, e22]
    ring
  have hb : bond 2 = !![-1, 1; 1, -1] := by
    ext i j
    fin_cases i <;> fin_cases j <;> simp [bond]
  have hK : (stiffness (ringSprings 2 (3 / 4)) 1)⁻¹ = !![5 / 8, 3 / 8; 3 / 8, 5 / 8] := by
    apply Matrix.inv_eq_right_inv
    rw [stiffness, ringSprings, hb]
    ext i j
    fin_cases i <;> fin_cases j <;>
      simp [Matrix.mul_apply, Fin.sum_univ_two, Matrix.one_apply] <;> norm_num
  refine (hcov ((![1 / 2, -1 / 2] : Fin 2 → ℝ) i) ((![1 / 2, -1 / 2] : Fin 2 → ℝ) j)).trans ?_
  rw [hK]
  fin_cases i <;> fin_cases j <;> norm_num

end

end PathIntegralCentroid
```

```lean
#print axioms PathIntegralCentroid.centroid_and_bead_variance
#print axioms PathIntegralCentroid.ringSprings_isSpringMatrix
```

```
'PathIntegralCentroid.centroid_and_bead_variance' depends on axioms: [propext, Classical.choice, Quot.sound]
'PathIntegralCentroid.ringSprings_isSpringMatrix' depends on axioms: [propext, Classical.choice, Quot.sound]
```
